# Partition functions at b, 2b, …, Nb determine a spectrum of N energies

Let E and F be two families of N real energies, and let b be a nonzero real number. If their canonical partition functions agree at the N inverse temperatures b, 2b, …, Nb, then E and F contain the same energies with the same degeneracies. The choice b = 1 gives the inverse temperatures 1, 2, …, N.

## From partition functions to energies

Number the energies by i = 0, …, N−1 and write

Z(c) = ∑ᵢ exp(−c Eᵢ)

for the partition function of one particle at inverse temperature c. With the Boltzmann factors xᵢ = exp(−b Eᵢ), the data are power sums:

Z(kb) = ∑ᵢ xᵢ^k, k = 1, …, N.

Here a level means one numbered state, so a degenerate energy supplies several levels. Now fill the levels with n free fermions, at most one in each. Their canonical partition function at b is

Q(n) = ∑ over n-element sets s of ∏_{i∈s} xᵢ, with Q(0) = 1.

To express Q(n) through the data, let R(k, m) be the sum of xᵢ^k ∏_{j∈s} xⱼ over all levels i and all m-element sets s that do not contain i. In the product Z(kb) Q(m), either i lies outside s, or it lies in s and its factor can be merged with xᵢ^k. Hence, for k ≥ 1,

Z(kb) Q(m) = R(k, m) + R(k+1, m−1) for m ≥ 1,

Z(kb) Q(0) = R(k, 0).

For n ≥ 1, take m = n−k and add these equations for k = 1, …, n with alternating signs. Everything cancels except R(1, n−1), which counts each n-element set n times and so equals n Q(n). This is Newton's identity:

n Q(n) = ∑ₖ (−1)^(k−1) Q(n−k) Z(kb), k = 1, …, n.

The right-hand side contains only smaller particle numbers and the values Z(b), …, Z(nb). Starting from Q(0) = 1, the data therefore fix Q(1), …, Q(N) in turn.

Expanding a product over levels, where each level is either empty or occupied, gives the grand partition function at fugacity z:

∏ᵢ (1 + z xᵢ) = ∑ₙ z^n Q(n), n = 0, …, N.

It is thus the same for both spectra at every real z. For t > 0, setting z = −1/t gives

∏ᵢ (t − xᵢ) = t^N ∏ᵢ (1 + z xᵢ),

so the two polynomials whose roots are the Boltzmann factors agree at every positive t. Since they agree at infinitely many points, they are identical and have the same roots with the same multiplicities. Finally, Eᵢ = −log(xᵢ)/b recovers the energies.

For N = 1 this reduces to taking the logarithm of Z(b). For N = 2 the Boltzmann factors are the roots of

t² − Z(b) t + (Z(b)² − Z(2b))/2 = 0.

The condition b ≠ 0 is needed: at b = 0 every Boltzmann factor is 1, so the one-level spectra {0} and {1} have the same partition function at every multiple of b.

## Spectra and partition functions in Lean

```lean
import Mathlib

open Finset

namespace FiniteTemperatureSpectrum

noncomputable section
```

A spectrum is a function `E : Fin N → ℝ`, which lists N energies with repetitions allowed. N therefore counts states, not distinct energies, and it is the same for both spectra. Infinite spectra are not covered.

```lean
/-- The partition function of one particle with energies `E i` at inverse temperature `b`. -/
def partitionZ {N : ℕ} (E : Fin N → ℝ) (b : ℝ) : ℝ :=
  ∑ i, Real.exp (-b * E i)
```

`partitionZ E b` is Z(b). Boltzmann's constant is absorbed into the inverse temperature, which may be any real number.

```lean
/-- The energy levels, counted with their degeneracies. -/
def levels {N : ℕ} (E : Fin N → ℝ) : Multiset ℝ :=
  (univ : Finset (Fin N)).val.map E
```

`levels E` forgets the numbering of the states but keeps the multiplicity of each energy. Equality of two such multisets is what it means for two spectra to agree up to relabelling.

```lean
/-- The canonical partition function of `n` free fermions: a sum over all sets of `n`
occupied levels. -/
def fermionZ {N : ℕ} (E : Fin N → ℝ) (b : ℝ) (n : ℕ) : ℝ :=
  ∑ s ∈ powersetCard n (univ : Finset (Fin N)), Real.exp (-b * ∑ i ∈ s, E i)
```

`fermionZ E b n` is Q(n). The finite sets `s` are the possible sets of occupied levels, and the energy of a configuration is the sum of its one-particle energies, so there is no interaction. The fermions are an auxiliary system built on the given levels; the main theorem assumes nothing about them.

## The free-fermion recursion

```lean
/-- The recursion for free fermions: for `n ≥ 1`, the `n`-particle partition function follows from
those of fewer particles and the one-particle partition function at multiples of `b`. -/
theorem fermion_recursion {N : ℕ} (E : Fin N → ℝ) (b : ℝ) (n : ℕ) :
    (n : ℝ) * fermionZ E b n = (-1) ^ (n + 1) *
      ∑ a ∈ antidiagonal n with a.1 < n,
        (-1) ^ a.1 * fermionZ E b a.1 * partitionZ E (a.2 * b) := by
  -- evaluate Newton's identities at the Boltzmann factors
  have hE : ∀ m, MvPolynomial.aeval (fun i => Real.exp (-b * E i))
      (MvPolynomial.esymm (Fin N) ℝ m) = fermionZ E b m := by
    intro m
    simp only [MvPolynomial.esymm, map_sum, map_prod, MvPolynomial.aeval_X, fermionZ]
    refine sum_congr rfl fun s _ => ?_
    rw [Finset.mul_sum, Real.exp_sum]
  have hP : ∀ m : ℕ, MvPolynomial.aeval (fun i => Real.exp (-b * E i))
      (MvPolynomial.psum (Fin N) ℝ m) = partitionZ E (m * b) := by
    intro m
    simp only [MvPolynomial.psum, map_sum, map_pow, MvPolynomial.aeval_X, partitionZ]
    refine sum_congr rfl fun i _ => ?_
    rw [← Real.exp_nat_mul]
    congr 1
    ring
  have h := congrArg (MvPolynomial.aeval (fun i => Real.exp (-b * E i)))
    (MvPolynomial.mul_esymm_eq_sum (Fin N) ℝ n)
  simp only [map_mul, map_natCast, map_pow, map_neg, map_one, map_sum, hE, hP] at h
  exact h
```

The sum runs over pairs `a` with `a.1 + a.2 = n` and `a.1 < n`. Here `a.1` is the smaller particle number n−k and `a.2` is the multiple k of the inverse temperature. The signs are those of the identity above, since (−1)^(n+1) (−1)^(n−k) = (−1)^(k−1).

Mathlib supplies Newton's identity for polynomials in N variables as `MvPolynomial.mul_esymm_eq_sum`, which replaces the cancellation argument with R(k, m). The proof evaluates it at the Boltzmann factors: `hE` identifies the elementary symmetric polynomials with the fermionic partition functions, and `hP` identifies the power sums with `partitionZ` at multiples of b.

For non-interacting fermions on finitely many levels, this recursion gives the canonical partition function without enumerating the occupied sets. Its terms alternate in sign, so in floating-point arithmetic it can lose accuracy through cancellation.

```lean
/-- The grand partition function of free fermions at fugacity `z` is the generating function of
the canonical ones. -/
theorem grand_partition {N : ℕ} (E : Fin N → ℝ) (b z : ℝ) :
    ∏ i, (1 + z * Real.exp (-b * E i)) = ∑ n ∈ range (N + 1), z ^ n * fermionZ E b n := by
  rw [Finset.prod_one_add, Finset.sum_powerset, Finset.card_univ, Fintype.card_fin]
  refine sum_congr rfl fun n _ => ?_
  rw [fermionZ, Finset.mul_sum]
  refine sum_congr rfl fun s hs => ?_
  rw [Finset.prod_mul_distrib, Finset.prod_const, (mem_powersetCard.1 hs).2,
    Finset.mul_sum, Real.exp_sum]
```

This is the expansion over empty and occupied levels. `Finset.prod_one_add` turns the product into a sum over all subsets, and `Finset.sum_powerset` groups the subsets by particle number.

## Recovering the levels

```lean
/-- If two spectra have equal one-particle partition functions at `b, 2b, ..., Nb`, then their
free-fermion partition functions at `b` agree for every particle number up to `N`. -/
theorem fermionZ_eq {N : ℕ} (E F : Fin N → ℝ) (b : ℝ)
    (h : ∀ k : ℕ, 1 ≤ k → k ≤ N → partitionZ E (k * b) = partitionZ F (k * b)) :
    ∀ n ≤ N, fermionZ E b n = fermionZ F b n := by
  intro n
  induction n using Nat.strong_induction_on with
  | _ n ih =>
    intro hn
    rcases Nat.eq_zero_or_pos n with h0 | hpos
    · subst h0
      simp [fermionZ]
    · have hn0 : (n : ℝ) ≠ 0 := Nat.cast_ne_zero.2 (by omega)
      apply mul_left_cancel₀ hn0
      rw [fermion_recursion, fermion_recursion]
      congr 1
      refine sum_congr rfl fun a ha => ?_
      obtain ⟨ha1, ha2⟩ := mem_filter.1 ha
      have ha3 := mem_antidiagonal.1 ha1
      rw [ih a.1 ha2 (by omega), h a.2 (by omega) (by omega)]
```

The hypothesis `h` is the agreement of the data at b, 2b, …, Nb. The proof is a strong induction on the particle number. For n = 0 both sides are 1. For n > 0 the factor n is cancelled and the recursion is applied to both spectra. In each term `a.1` is smaller than n, so the induction hypothesis applies, while `a.2` lies between 1 and N, so `h` applies.

```lean
/-- Finitely many temperatures suffice: two spectra of `N` energies whose partition functions agree
at the `N` inverse temperatures `b, 2b, ..., Nb`, where `b ≠ 0`, have the same levels and
degeneracies. -/
theorem levels_eq_of_partitionZ_eq {N : ℕ} (E F : Fin N → ℝ) {b : ℝ} (hb : b ≠ 0)
    (h : ∀ k : ℕ, 1 ≤ k → k ≤ N → partitionZ E (k * b) = partitionZ F (k * b)) :
    levels E = levels F := by
  have hgrand : ∀ z : ℝ, ∏ i, (1 + z * Real.exp (-b * E i)) =
      ∏ i, (1 + z * Real.exp (-b * F i)) := by
    intro z
    rw [grand_partition, grand_partition]
    refine sum_congr rfl fun n hn => ?_
    rw [fermionZ_eq E F b h n (by have := mem_range.1 hn; omega)]
  -- the polynomials whose roots are the Boltzmann factors coincide
  have hscale : ∀ (x : Fin N → ℝ) (t : ℝ), 0 < t →
      ∏ i, (t - x i) = t ^ N * ∏ i, (1 + (-t⁻¹) * x i) := by
    intro x t ht
    have h1 : ∀ i, t - x i = t * (1 + (-t⁻¹) * x i) := by
      intro i
      have h2 : t * t⁻¹ = 1 := mul_inv_cancel₀ ht.ne'
      linear_combination x i * h2
    rw [Finset.prod_congr rfl fun i _ => h1 i, Finset.prod_mul_distrib, Finset.prod_const,
      Finset.card_univ, Fintype.card_fin]
  have hpoly : ∏ i, (Polynomial.X - Polynomial.C (Real.exp (-b * E i))) =
      ∏ i, (Polynomial.X - Polynomial.C (Real.exp (-b * F i))) := by
    apply Polynomial.eq_of_infinite_eval_eq
    refine (Set.Ioi_infinite (0 : ℝ)).mono fun t ht => ?_
    simp only [Set.mem_ofPred_eq, Polynomial.eval_prod, Polynomial.eval_sub,
      Polynomial.eval_X, Polynomial.eval_C]
    rw [hscale _ t ht, hscale _ t ht, hgrand]
  have hroots : ∀ x : Fin N → ℝ,
      (∏ i, (Polynomial.X - Polynomial.C (x i))).roots = univ.val.map x := by
    intro x
    have h1 := Polynomial.roots_multiset_prod_X_sub_C (univ.val.map x)
    rw [Multiset.map_map] at h1
    exact h1
  have hx := congrArg Polynomial.roots hpoly
  rw [hroots, hroots] at hx
  -- a logarithm turns Boltzmann factors back into energies
  have hlog : ∀ e : ℝ, -Real.log (Real.exp (-b * e)) / b = e := by
    intro e
    rw [Real.log_exp]
    field_simp
  have h2 := congrArg (Multiset.map fun y => -Real.log y / b) hx
  simp only [Multiset.map_map, Function.comp_def, hlog] at h2
  exact h2
```

This is the result stated at the start, with `hb` for the condition b ≠ 0. The proof follows the derivation:

- `hgrand` gives equal grand partition functions at every fugacity.
- `hscale` is the substitution z = −1/t for positive t.
- `hpoly` concludes that the two polynomials are identical, because they agree on the infinite set of positive reals.
- `hroots` reads off the Boltzmann factors as a multiset of roots, and `hlog` converts them into energies.

The theorem is a uniqueness statement for exactly equal partition functions. It gives no bound on how far two spectra can differ when their partition functions agree only approximately.

## Three levels that b and 2b cannot distinguish

If the last of the N inverse temperatures is left out, the conclusion can fail. For N = 3, compare the Boltzmann factors 1, 5, 6 with 2, 3, 7:

1 + 5 + 6 = 12 = 2 + 3 + 7,

1² + 5² + 6² = 62 = 2² + 3² + 7².

The partition functions agree at b and 2b, but the spectra differ. For b > 0, factors larger than 1 belong to negative energies. This is harmless, since a common shift of all energies only multiplies all the factors by the same constant.

```lean
/-- The energies `-log (x i) / b` assigned to prescribed Boltzmann factors `x i` at inverse
temperature `b`. -/
def spectrumOf {N : ℕ} (b : ℝ) (x : Fin N → ℝ) : Fin N → ℝ :=
  fun i => -Real.log (x i) / b
```

`spectrumOf b x` constructs energies with prescribed Boltzmann factors `x i` at inverse temperature b.

```lean
/-- For `b ≠ 0`, the partition function of `spectrumOf b x` at the inverse temperature `k b` is the
`k`-th power sum of the prescribed positive Boltzmann factors. -/
theorem partitionZ_spectrumOf {N : ℕ} {b : ℝ} (hb : b ≠ 0) {x : Fin N → ℝ}
    (hx : ∀ i, 0 < x i) (k : ℕ) : partitionZ (spectrumOf b x) (k * b) = ∑ i, x i ^ k := by
  refine sum_congr rfl fun i _ => ?_
  have e : ∀ l : ℝ, -(k * b) * (-l / b) = k * l := by
    intro l
    field_simp
  rw [spectrumOf, e, Real.exp_nat_mul, Real.exp_log (hx i)]
```

For positive factors and b ≠ 0, the partition function of this spectrum at kb is the sum of the k-th powers. Positivity is what allows the exponential to undo the logarithm.

```lean
/-- For `b ≠ 0`, the inverse temperatures `b` and `2b` are not enough to determine three levels: the
spectra with Boltzmann factors `1, 5, 6` and `2, 3, 7` have equal partition functions at `b` and
`2b` but different levels. -/
theorem two_temperatures_fail {b : ℝ} (hb : b ≠ 0) :
    (∀ k : ℕ, 1 ≤ k → k ≤ 2 → partitionZ (spectrumOf b ![1, 5, 6]) (k * b) =
      partitionZ (spectrumOf b ![2, 3, 7]) (k * b)) ∧
    levels (spectrumOf b ![1, 5, 6]) ≠ levels (spectrumOf b ![2, 3, 7]) := by
  have hx : ∀ i, 0 < (![1, 5, 6] : Fin 3 → ℝ) i := by
    intro i
    fin_cases i <;> norm_num
  have hy : ∀ i, 1 < (![2, 3, 7] : Fin 3 → ℝ) i := by
    intro i
    fin_cases i <;> norm_num
  constructor
  · intro k h1 h2
    rw [partitionZ_spectrumOf hb hx, partitionZ_spectrumOf hb fun i => one_pos.trans (hy i)]
    have hs : ∀ a c d : ℝ, ∑ i, (![a, c, d] : Fin 3 → ℝ) i ^ k = a ^ k + c ^ k + d ^ k := by
      intro a c d
      rw [Fin.sum_univ_three]
      rfl
    refine (hs 1 5 6).trans (Eq.trans ?_ (hs 2 3 7).symm)
    clear hs
    interval_cases k <;> norm_num
  · intro h
    -- only the first spectrum has a level at zero energy
    have hmem : spectrumOf b ![1, 5, 6] 0 ∈ levels (spectrumOf b ![1, 5, 6]) :=
      Multiset.mem_map_of_mem _ (by simp)
    rw [h] at hmem
    obtain ⟨j, _, hj⟩ := Multiset.mem_map.1 hmem
    have hl : Real.log ((![2, 3, 7] : Fin 3 → ℝ) j) = Real.log ((![1, 5, 6] : Fin 3 → ℝ) 0) :=
      neg_injective ((div_left_inj' hb).1 hj)
    have h0 : Real.log ((![1, 5, 6] : Fin 3 → ℝ) 0) = 0 := by simp
    exact (Real.log_pos (hy j)).ne' (hl.trans h0)

end

end FiniteTemperatureSpectrum
```

The first part of the theorem states that the partition functions agree for k = 1 and k = 2; `interval_cases` splits these two cases, and `norm_num` checks the sums 12 and 62. The second part states that the levels differ. The factor 1 gives the first spectrum a level at zero energy. All factors of the second spectrum exceed 1, so their logarithms are positive and none of its energies is zero. The example holds for every nonzero b, and it concerns three levels and the two points b and 2b only.

```lean
#print axioms FiniteTemperatureSpectrum.levels_eq_of_partitionZ_eq
-- 'FiniteTemperatureSpectrum.levels_eq_of_partitionZ_eq' depends on axioms: [propext, Classical.choice, Quot.sound]
#print axioms FiniteTemperatureSpectrum.partitionZ_spectrumOf
-- 'FiniteTemperatureSpectrum.partitionZ_spectrumOf' depends on axioms: [propext, Classical.choice, Quot.sound]
#print axioms FiniteTemperatureSpectrum.two_temperatures_fail
-- 'FiniteTemperatureSpectrum.two_temperatures_fail' depends on axioms: [propext, Classical.choice, Quot.sound]
```
